# From a positive starting density, the iteration n ↦ D + ni²/n converges for net doping D > 0, and for D = 0 only if it starts at ni

A uniformly doped piece of semiconductor sits in equilibrium, with all its dopants singly ionised. Its electron density n and hole density p obey mass action, n p = ni², and neutrality requires n − p = D, where D is the donor density minus the acceptor density. To find n, I guess a value n0, compute the holes from mass action, read off the electrons from neutrality, and repeat:

n_(k+1) = D + ni²/n_k

With D > 0 this settles down from every positive guess I have tried. With D = 0 it flips between two values forever, unless I start exactly at ni. Can both behaviours be derived rigorously, with a proof that a machine has checked?

## One ratio settles both cases

Yes. Take ni > 0, n0 > 0 and D ≥ 0. All iterates are then positive, because each is D plus a positive number. Multiplying the neutrality equation n − ni²/n = D by n gives

n² − D n − ni² = 0

The product of its roots is −ni², so exactly one root is positive:

r = (D + √(D² + 4 ni²))/2

Write p = ni²/r for the hole density at neutrality. The other root is −p, and D = r − p. Subtracting r from the update gives

n_(k+1) − r = ni²/n_k − ni²/r = −(ni²/(r n_k)) (n_k − r)

The sign shows that the iterates jump across the root at every step, unless they start on it. The size of the factor is less helpful: it exceeds one when n_k < p, so a low guess can make the first error grow. The distance to the other root supplies what is missing. Since D + p = r and ni² = r p,

n_(k+1) + p = r + r p/n_k = r (n_k + p)/n_k

Dividing the first relation by the second cancels n_k. The ratio

w_k = (n_k − r)/(n_k + p)

therefore obeys

w_(k+1) = −(ni²/r²) w_k

and hence

w_k = (−ni²/r²)^k w_0

If D > 0, then p < r, so ni²/r² = p/r < 1 and w_k → 0. Solving the definition of w_k for the density gives

n_k = (r + p w_k)/(1 − w_k)

which tends to r. If n0 ≠ r, no error ever vanishes, because each is a nonzero multiple of the one before. The quotient of successive errors is −ni²/(r n_k), which tends to −ni²/r².

If D = 0, then r = ni and the factor is exactly −1. Directly,

n_(k+1) = ni²/n_k, and so n_(k+2) = n_k

The even iterates equal n0 and the odd ones equal ni²/n0. A limit would have to equal both, which forces n0² = ni² and, for positive densities, n0 = ni. From that start the sequence is constant.

## What the theorems say about the semiconductor

In the Lean file, `density ni D n0 k` is the electron density after k updates. Densities are real numbers in any common unit, ni and n0 are positive in every theorem below, and `density ni D n0` without the last argument is the whole sequence. The expression `Tendsto (density ni D n0) atTop (𝓝 r)` says that this sequence converges to r as k grows.

- `neutrality_iteration_converges` assumes ni > 0 and D > 0. It provides a positive r with r − ni²/r = D to which the iteration converges from every positive n0. Because r is chosen before n0, the limit does not depend on the guess.
- `convergence_rate` gives the limiting quotient of successive errors, for D > 0 and n0 ≠ r.
- `undoped_alternates` describes D = 0. The odd iterates are given through mass action, as the density whose product with n0 is ni²; since n0 > 0, this is ni²/n0.
- `undoped_converges_iff` says that for D = 0 some real limit L exists if and only if n0 = ni.

The constant ni stands for the intrinsic carrier density at a fixed temperature. Mass action with a constant ni is an assumption of the model, appropriate to non-degenerate carriers in equilibrium. Degenerate statistics, partial ionisation, negative D and floating-point rounding are not covered. For p-type material, exchanging electrons and holes turns D into −D and brings the problem back to the positive case.

```lean
import Mathlib

open Filter Topology

namespace NeutralityFixedPoint

noncomputable section

/-- The electron density after `k` steps of the neutrality iteration `n ↦ D + ni² / n`,
started from `n0`, for intrinsic density `ni` and net doping `D`. -/
def density (ni D n0 : ℝ) : ℕ → ℝ
  | 0 => n0
  | k + 1 => D + ni ^ 2 / density ni D n0 k

/-- For nonnegative net doping and a positive start, every iterate is a positive density. -/
theorem density_pos {ni D n0 : ℝ} (hni : 0 < ni) (hD : 0 ≤ D) (hn0 : 0 < n0) (k : ℕ) :
    0 < density ni D n0 k := by
  induction k with
  | zero => exact hn0
  | succ k ih =>
    have h := div_pos (pow_pos hni 2) ih
    show 0 < D + ni ^ 2 / density ni D n0 k
    linarith

/-- For nonnegative net doping and a positive start, one step multiplies the error `n_k - r`, with
`r` the neutral density, by the negative factor `-ni² / (r n_k)`. -/
theorem error_step {ni D n0 r : ℝ} (hni : 0 < ni) (hD : 0 ≤ D) (hn0 : 0 < n0)
    (hr : 0 < r) (h : r - ni ^ 2 / r = D) (k : ℕ) :
    density ni D n0 (k + 1) - r
      = -(ni ^ 2 / (r * density ni D n0 k)) * (density ni D n0 k - r) := by
  have key : ∀ x : ℝ, 0 < x →
      D + ni ^ 2 / x - r = -(ni ^ 2 / (r * x)) * (x - r) := by
    intro x hx
    rw [← h]
    field_simp
    ring
  exact key _ (density_pos hni hD hn0 k)

/-- Exact error law for nonnegative net doping and a positive start: the ratio `(n_k - r) / (n_k +
ni² / r)` is a geometric sequence with factor `-ni² / r²`, where `r` is the neutral density. -/
theorem exact_error {ni D n0 r : ℝ} (hni : 0 < ni) (hD : 0 ≤ D) (hn0 : 0 < n0)
    (hr : 0 < r) (h : r - ni ^ 2 / r = D) (k : ℕ) :
    (density ni D n0 k - r) / (density ni D n0 k + ni ^ 2 / r)
      = (-(ni ^ 2 / r ^ 2)) ^ k * ((n0 - r) / (n0 + ni ^ 2 / r)) := by
  -- the update rule acts on the ratio as multiplication by a constant
  have key : ∀ x : ℝ, 0 < x →
      (D + ni ^ 2 / x - r) / (D + ni ^ 2 / x + ni ^ 2 / r)
        = -(ni ^ 2 / r ^ 2) * ((x - r) / (x + ni ^ 2 / r)) := by
    intro x hx
    have h1 : D + ni ^ 2 / x - r = -(ni ^ 2 / r) * (x - r) / x := by
      rw [← h]
      field_simp
      ring
    have h2 : D + ni ^ 2 / x + ni ^ 2 / r = r * (x + ni ^ 2 / r) / x := by
      rw [← h]
      field_simp
      ring
    have hy : 0 < x + ni ^ 2 / r := by positivity
    rw [h1, h2]
    generalize x + ni ^ 2 / r = y at hy ⊢
    field_simp
  induction k with
  | zero => simp [density]
  | succ k ih =>
    have hk := key _ (density_pos hni hD hn0 k)
    rw [ih] at hk
    rw [pow_succ' (-(ni ^ 2 / r ^ 2)) k, mul_assoc]
    exact hk

/-- For positive net doping the iteration converges from any positive start to a given
positive solution `r` of the neutrality equation. -/
theorem tendsto_of_neutral {ni D n0 r : ℝ} (hni : 0 < ni) (hD : 0 < D) (hn0 : 0 < n0)
    (hr : 0 < r) (h : r - ni ^ 2 / r = D) :
    Tendsto (density ni D n0) atTop (𝓝 r) := by
  -- positive doping makes the geometric factor smaller than one
  have hq : |-(ni ^ 2 / r ^ 2)| < 1 := by
    rw [abs_neg, abs_of_pos (by positivity), div_lt_one (by positivity)]
    have h1 : ni ^ 2 / r < r := by linarith
    rw [div_lt_iff₀ hr] at h1
    nlinarith
  have hg := (tendsto_pow_atTop_nhds_zero_of_abs_lt_one hq).mul_const
    ((n0 - r) / (n0 + ni ^ 2 / r))
  rw [zero_mul] at hg
  have hw : Tendsto (fun k => (density ni D n0 k - r) / (density ni D n0 k + ni ^ 2 / r))
      atTop (𝓝 0) :=
    hg.congr (fun k => (exact_error hni hD.le hn0 hr h k).symm)
  -- recover the density from the ratio
  have alg : ∀ x p : ℝ, 0 < x → 0 < p →
      (r + p * ((x - r) / (x + p))) / (1 - (x - r) / (x + p)) = x := by
    intro x p hx hp
    have hxp : x + p ≠ 0 := by positivity
    have hrp : r + p ≠ 0 := by positivity
    have a : 1 - (x - r) / (x + p) = (r + p) / (x + p) := by
      field_simp
      ring
    have b : r + p * ((x - r) / (x + p)) = x * (r + p) / (x + p) := by
      field_simp
      ring
    rw [a, b]
    field_simp
  have ht := ((hw.const_mul (ni ^ 2 / r)).const_add r).div (hw.const_sub 1) (by norm_num)
  simp only [mul_zero, add_zero, sub_zero, div_one] at ht
  exact ht.congr (fun k => alg _ _ (density_pos hni hD.le hn0 k) (by positivity))

/-- For positive net doping there is a positive density satisfying charge neutrality
to which the iteration converges from every positive starting density. -/
theorem neutrality_iteration_converges {ni D : ℝ} (hni : 0 < ni) (hD : 0 < D) :
    ∃ r : ℝ, 0 < r ∧ r - ni ^ 2 / r = D ∧
      ∀ n0 : ℝ, 0 < n0 → Tendsto (density ni D n0) atTop (𝓝 r) := by
  have hs : Real.sqrt (D ^ 2 + 4 * ni ^ 2) ^ 2 = D ^ 2 + 4 * ni ^ 2 :=
    Real.sq_sqrt (by positivity)
  have hs0 := Real.sqrt_nonneg (D ^ 2 + 4 * ni ^ 2)
  generalize Real.sqrt (D ^ 2 + 4 * ni ^ 2) = s at hs hs0
  have hr : 0 < (D + s) / 2 := by linarith
  have h1 : ni ^ 2 / ((D + s) / 2) = (D + s) / 2 - D := by
    rw [div_eq_iff hr.ne']
    linear_combination -(1 / 4) * hs
  have h : (D + s) / 2 - ni ^ 2 / ((D + s) / 2) = D := by
    rw [h1]
    ring
  exact ⟨(D + s) / 2, hr, h, fun n0 hn0 => tendsto_of_neutral hni hD hn0 hr h⟩

/-- For positive net doping and a positive start other than the neutral density `r`, the quotient of
successive errors tends to `-ni² / r²`. -/
theorem convergence_rate {ni D n0 r : ℝ} (hni : 0 < ni) (hD : 0 < D) (hn0 : 0 < n0)
    (hr : 0 < r) (h : r - ni ^ 2 / r = D) (hne : n0 ≠ r) :
    Tendsto (fun k => (density ni D n0 (k + 1) - r) / (density ni D n0 k - r))
      atTop (𝓝 (-(ni ^ 2 / r ^ 2))) := by
  -- the root is never hit exactly
  have hk : ∀ k, density ni D n0 k - r ≠ 0 := by
    intro k
    induction k with
    | zero => exact sub_ne_zero.mpr hne
    | succ k ih =>
      have hp := density_pos hni hD.le hn0 k
      rw [error_step hni hD.le hn0 hr h k]
      exact mul_ne_zero (neg_ne_zero.mpr (by positivity)) ih
  have ht : Tendsto (fun k => -(ni ^ 2 / (r * density ni D n0 k))) atTop
      (𝓝 (-(ni ^ 2 / r ^ 2))) := by
    rw [sq r]
    exact (tendsto_const_nhds.div ((tendsto_of_neutral hni hD hn0 hr h).const_mul r)
      (mul_pos hr hr).ne').neg
  refine ht.congr (fun k => ?_)
  rw [error_step hni hD.le hn0 hr h k, mul_div_assoc, div_self (hk k), mul_one]

/-- Without net doping and from a positive start, the even iterates equal the starting density `n0`,
and the odd iterates equal the density whose product with `n0` is `ni²`. -/
theorem undoped_alternates {ni n0 : ℝ} (hni : 0 < ni) (hn0 : 0 < n0) (k : ℕ) :
    density ni 0 n0 (2 * k) = n0 ∧ density ni 0 n0 (2 * k + 1) * n0 = ni ^ 2 := by
  have two : ∀ m, density ni 0 n0 (m + 2) = density ni 0 n0 m := by
    intro m
    have hm := density_pos hni le_rfl hn0 m
    show 0 + ni ^ 2 / (0 + ni ^ 2 / density ni 0 n0 m) = density ni 0 n0 m
    rw [zero_add, zero_add]
    field_simp
  have even : density ni 0 n0 (2 * k) = n0 := by
    induction k with
    | zero => rfl
    | succ k ih =>
      show density ni 0 n0 (2 * k + 2) = n0
      rw [two, ih]
  refine ⟨even, ?_⟩
  show (0 + ni ^ 2 / density ni 0 n0 (2 * k)) * n0 = ni ^ 2
  rw [even, zero_add, div_mul_cancel₀ _ hn0.ne']

/-- Without net doping, the iteration from a positive start converges if and only if that start is
the intrinsic density. -/
theorem undoped_converges_iff {ni n0 : ℝ} (hni : 0 < ni) (hn0 : 0 < n0) :
    (∃ L, Tendsto (density ni 0 n0) atTop (𝓝 L)) ↔ n0 = ni := by
  constructor
  · rintro ⟨L, hL⟩
    have e : Tendsto (fun k : ℕ => 2 * k) atTop atTop :=
      tendsto_atTop_mono (fun k => (by omega : k ≤ 2 * k)) tendsto_id
    have o : Tendsto (fun k : ℕ => 2 * k + 1) atTop atTop :=
      tendsto_atTop_mono (fun k => (by omega : k ≤ 2 * k + 1)) tendsto_id
    -- both subsequences would have the same limit
    have h1 : Tendsto (fun _ : ℕ => n0) atTop (𝓝 L) :=
      (hL.comp e).congr (fun k => (undoped_alternates hni hn0 k).1)
    have h2 : Tendsto (fun _ : ℕ => ni ^ 2) atTop (𝓝 (L * n0)) :=
      ((hL.comp o).mul_const n0).congr (fun k => (undoped_alternates hni hn0 k).2)
    have e1 : L = n0 := tendsto_nhds_unique h1 tendsto_const_nhds
    have e2 : L * n0 = ni ^ 2 := tendsto_nhds_unique h2 tendsto_const_nhds
    rw [e1] at e2
    have e3 : (n0 - ni) * (n0 + ni) = 0 := by linear_combination e2
    rcases mul_eq_zero.mp e3 with h | h <;> linarith
  · intro heq
    rw [heq]
    have hc : ∀ k, density ni 0 ni k = ni := by
      intro k
      induction k with
      | zero => rfl
      | succ k ih =>
        show 0 + ni ^ 2 / density ni 0 ni k = ni
        rw [ih, zero_add, sq, mul_div_assoc, div_self hni.ne', mul_one]
    exact ⟨ni, tendsto_const_nhds.congr (fun k => (hc k).symm)⟩

end

end NeutralityFixedPoint
```

```lean
#print axioms NeutralityFixedPoint.neutrality_iteration_converges
#print axioms NeutralityFixedPoint.convergence_rate
#print axioms NeutralityFixedPoint.undoped_converges_iff
```

```
'NeutralityFixedPoint.neutrality_iteration_converges' depends on axioms: [propext, Classical.choice, Quot.sound]
'NeutralityFixedPoint.convergence_rate' depends on axioms: [propext, Classical.choice, Quot.sound]
'NeutralityFixedPoint.undoped_converges_iff' depends on axioms: [propext, Classical.choice, Quot.sound]
```

## How the proof follows the algebra

`density_pos` is the positivity argument, by induction on k. It licenses every later division by an iterate.

`error_step` is the first error relation. Its proof replaces D by r − ni²/r and lets `field_simp` and `ring` clear denominators and compare the two sides.

`exact_error` is the closed law for w_k. Inside it, `h1` and `h2` are the distances to the two roots after one update, and `key` is their quotient. Induction then turns one multiplication by −ni²/r² into k of them. The lemma allows D = 0, where the factor is −1.

`tendsto_of_neutral` first shows in `hq` that D > 0 makes the factor smaller than one in modulus. Then `hg` says that the geometric sequence tends to zero, `hw` transfers this to w_k, and `alg` is the formula that recovers n_k from w_k. `neutrality_iteration_converges` adds the existence of the root by inserting the quadratic formula, with s standing for the square root.

In `convergence_rate`, `hk` shows that the error is never zero, so the quotient can be simplified to −ni²/(r n_k). The limit follows from n_k → r.

For zero doping, `two` is the statement n_(k+2) = n_k. The proof of `undoped_converges_iff` restricts a supposed limit L to the even and the odd steps, which yields L = n0 and L n0 = ni². The factorisation (n0 − ni)(n0 + ni) = 0 then leaves only n0 = ni.

The device that carries the convergence proof is `Tendsto.congr`. It takes a limit already known for one sequence, together with a proof that a second sequence agrees with it term by term, and returns the same limit for the second. It is used twice in `tendsto_of_neutral`: once to pass from the geometric sequence to w_k by `exact_error`, and once to pass from (r + p w_k)/(1 − w_k) to n_k by `alg`. No ε appears in this file: the exact identities reduce the claim to the limit of a geometric sequence and the limit laws, which Mathlib supplies.

## The update in a solver loop

In code the step is a single line, `n = D + ni**2 / n`, inside a loop that stops when n changes by less than a tolerance. Take ni = 1 and D = 1.5, for which r = 2 and the limiting error quotient is −1/4. Starting from n0 = 1, the densities are

1, 2.5, 1.9, 2.026, 1.994, …

They alternate around 2, and the error soon shrinks by about a factor of four per step. Since successive iterates lie on opposite sides of the root, the size of the last change is also an upper bound on the remaining error.

For D much larger than ni the quotient is close to −(ni/D)², and a few steps suffice. For D much smaller than ni it is close to −1, and the loop crawls. At D = 0 the change keeps the size |n0 − ni²/n0| forever, so the loop runs to its iteration cap unless that number is already below the tolerance. For this one-unknown, non-degenerate model the quadratic formula gives the density directly, and the iteration serves as a small solvable example of how a self-consistency loop in a device simulation can oscillate instead of converging.
